# Geometric decay of hoppings in an orthogonalized chain with nearest-neighbour overlap

Take an infinite chain with one normalized orbital per site, on-site energy $e$, nearest-neighbour hopping $t$ and nearest-neighbour overlap $s$, all three real, where $0<|s|<1/2$. Let $H$ and $S$ be its Hamiltonian and overlap matrices. The band, and the matrix elements of the symmetrically orthogonalized Hamiltonian $S^{-1/2}HS^{-1/2}$ between sites at distance $n$, are

$$E(k)=\frac{e+2t\cos k}{1+2s\cos k},\qquad h_n=\frac1{2\pi}\int_0^{2\pi}\cos(nk)\,E(k)\,dk .$$

With $w=\sqrt{1-4s^2}$ and $r=(w-1)/(2s)$, we have $|r|<1$ and

$$h_n=\Big(e-\frac ts\Big)\frac{r^n}{w}\qquad\text{for every integer } n\ge1 .$$

In this non-interacting model, symmetric orthogonalization turns a nearest-neighbour Hamiltonian into one with hoppings at all distances (unless $t=es$), but their geometric decay controls the error of cutting them off.

## From the band to the decay law

**Band.** For $c_j=e^{ikj}$, the sum $c_{j-1}+c_{j+1}$ equals $2\cos k\,c_j$. The equation $Hc=E\,Sc$ therefore reads $e+2t\cos k=E(k)(1+2s\cos k)$ on every site. Since $1+2s\cos k\ge1-2|s|>0$, $E$ is continuous and $|h_n|\le C=(|e|+2|t|)/(1-2|s|)$.

**Equations for the hoppings.** Averaging the band equation gives $h_0+2sh_1=e$. Multiplying it first by $\cos((n+1)k)$ and using $2\cos k\cos((n+1)k)=\cos(nk)+\cos((n+2)k)$ gives, for $n\ge0$,

$$s h_n+h_{n+1}+s h_{n+2}=\begin{cases}t,&n=0\\0,&n\ge1,\end{cases}$$

because $\cos(mk)$ averages to zero unless $m=0$.

**The ratio.** From $2sr+1=w$, squaring gives $4s^2r^2+4sr+4s^2=0$, hence $sr^2+r+s=0$. Then $s(1+r^2)=-r$, so

$$w(1+r^2)=(1+r^2)+2r\,s(1+r^2)=1-r^2 .$$

The left side is positive, so $|r|<1$.

**No growing part.** Let $J_m=h_{m+2}-rh_{m+1}$. The recurrence at $m+1$ and the quadratic for $r$ give

$$srJ_{m+1}=-r(sh_{m+1}+h_{m+2})+(r+s)h_{m+2}=sJ_m .$$

Thus $J_n=r^mJ_{n+m}$ and $|J_n|\le2C|r|^m$ for all $m$. Letting $m\to\infty$ gives $J_n=0$, that is, $h_{n+2}=rh_{n+1}$ for $n\ge0$.

**The first hopping.** Insert $h_0=e-2sh_1$ and $h_2=rh_1$ into the $n=0$ equation:

$$(1+sr-2s^2)h_1=t-es .$$

The bracket equals $w(1+w)/2$, and $r=-2s/(1+w)$, so $h_1=(e-t/s)r/w$. Induction gives the other distances, and $h_0=e-2sh_1=t/s+(e-t/s)/w$.

## The chain in Lean

```lean
import Mathlib

open Real Filter Topology

namespace OrthogonalizedChain

noncomputable section
```

The function `band` is $E(k)$, with all parameters real and the lattice spacing set to one.

```lean
/-- Band energy of a chain with on-site energy `e`, hopping `t` and neighbour overlap `s`. -/
def band (e t s k : ℝ) : ℝ := (e + 2 * t * Real.cos k) / (1 + 2 * s * Real.cos k)
```

`cellAverage` includes the factor $1/(2\pi)$.

```lean
/-- Average of a function of the wave number over one period. -/
def cellAverage (f : ℝ → ℝ) : ℝ := 1 / (2 * π) * ∫ k in (0 : ℝ)..(2 * π), f k
```

`hopping e t s n` is $h_n$. The distance `n` is a natural number, with `n = 0` the on-site element.

```lean
/-- Matrix element of the orthogonalized chain between sites at distance `n`. -/
def hopping (e t s : ℝ) (n : ℕ) : ℝ :=
  cellAverage (fun k => Real.cos (n * k) * band e t s k)
```

`decayRatio s` is $r$, and `blochWave k j` is the unnormalized amplitude $e^{ikj}$ on an integer site.

```lean
/-- The ratio `r = (-1 + √(1 - 4s²)) / (2s)`. -/
def decayRatio (s : ℝ) : ℝ := (-1 + Real.sqrt (1 - 4 * s ^ 2)) / (2 * s)

/-- Amplitude on site `j` of the Bloch wave with wave number `k`. -/
def blochWave (k : ℝ) (j : ℤ) : ℂ := Complex.exp (k * j * Complex.I)
```

This model builds the identification of $h_n$ with a matrix element into a definition. An alternative is to define the operator $S^{-1/2}HS^{-1/2}$ on square-summable sequences and take its matrix elements. The numbers would be the same, and the Fourier diagonalization of $H$ and $S$ is one way to connect them with the integral used here.

## Positive overlap and the Bloch equation

The hypothesis `|s| < 1 / 2` says that the squared norm per site of a Bloch combination of the orbitals, $1+2s\cos k$, is positive for every $k$. The next lemmas bound the overlap below and clear the denominator of the band.

```lean
lemma abs_mul_cos_le (x k : ℝ) : |x * Real.cos k| ≤ |x| := by
  rw [abs_mul]
  exact mul_le_of_le_one_right (abs_nonneg x) (Real.abs_cos_le_one k)

/-- The Bloch overlap is bounded below by `1 - 2|s|`. -/
lemma overlap_ge (s k : ℝ) : 1 - 2 * |s| ≤ 1 + 2 * s * Real.cos k := by
  have h := (abs_le.mp (abs_mul_cos_le s k)).1
  linarith

lemma band_mul {s : ℝ} (hs : |s| < 1 / 2) (e t k : ℝ) :
    band e t s k * (1 + 2 * s * Real.cos k) = e + 2 * t * Real.cos k := by
  have h : 1 + 2 * s * Real.cos k ≠ 0 := by
    have := overlap_ge s k
    exact ne_of_gt (by linarith)
  exact div_mul_cancel₀ _ h
```

The eigenvalue equation then holds at each site `j`. The proof writes the neighbouring amplitudes as phase factors times the central one, adds them, and combines the result with `band_mul`. It also covers $s=0$.

```lean
/-- Bloch waves solve the generalized eigenvalue equation `H c = E S c` on every site,
with `E` the band energy. -/
theorem bloch_generalized_eigen {s : ℝ} (hs : |s| < 1 / 2) (e t k : ℝ) (j : ℤ) :
    t * blochWave k (j - 1) + e * blochWave k j + t * blochWave k (j + 1) =
      band e t s k *
        (s * blochWave k (j - 1) + blochWave k j + s * blochWave k (j + 1)) := by
  have hE : (band e t s k : ℂ) * (1 + 2 * s * Complex.cos k) = e + 2 * t * Complex.cos k := by
    have := congrArg (fun x : ℝ => (x : ℂ)) (band_mul hs e t k)
    push_cast at this
    exact this
  have a : blochWave k (j + 1) = blochWave k j * Complex.exp (k * Complex.I) := by
    unfold blochWave
    rw [← Complex.exp_add]
    congr 1
    push_cast
    ring
  have b : blochWave k (j - 1) = blochWave k j * Complex.exp (-k * Complex.I) := by
    unfold blochWave
    rw [← Complex.exp_add]
    congr 1
    push_cast
    ring
  have hc : Complex.cos k =
      (Complex.exp (k * Complex.I) + Complex.exp (-k * Complex.I)) / 2 := rfl
  have hsum : blochWave k (j - 1) + blochWave k (j + 1) =
      2 * Complex.cos k * blochWave k j := by
    rw [a, b, hc]
    ring
  linear_combination ((t : ℂ) - band e t s k * s) * hsum - blochWave k j * hE
```

The bound on $s$ is needed. At $s=1/2$, $e=1$, $t=0$ the band is $1/(1+\cos k)$, which behaves like $2/(k-\pi)^2$ near $k=\pi$, so its average diverges; moreover $r=-1$, and there is no decay.

## Averaging the band equation

These lemmas supply linearity of the average for three continuous functions, the averages of the cosines, and continuity of the integrands.

```lean
lemma cellAverage_comb (a b c : ℝ) {f g h : ℝ → ℝ} (hf : Continuous f)
    (hg : Continuous g) (hh : Continuous h) :
    cellAverage (fun k => a * f k + b * g k + c * h k) =
      a * cellAverage f + b * cellAverage g + c * cellAverage h := by
  have key : ∫ k in (0 : ℝ)..(2 * π), (a * f k + b * g k + c * h k) =
      a * (∫ k in (0 : ℝ)..(2 * π), f k) + b * (∫ k in (0 : ℝ)..(2 * π), g k)
        + c * (∫ k in (0 : ℝ)..(2 * π), h k) := by
    rw [intervalIntegral.integral_add, intervalIntegral.integral_add,
      intervalIntegral.integral_const_mul, intervalIntegral.integral_const_mul,
      intervalIntegral.integral_const_mul]
    all_goals
      apply Continuous.intervalIntegrable
      fun_prop
  unfold cellAverage
  rw [key]
  ring

lemma cellAverage_cos (m : ℕ) :
    cellAverage (fun k => Real.cos (m * k)) = if m = 0 then 1 else 0 := by
  unfold cellAverage
  split_ifs with h
  · subst h
    simp only [Nat.cast_zero, zero_mul, Real.cos_zero, intervalIntegral.integral_const,
      smul_eq_mul, mul_one, sub_zero]
    exact one_div_mul_cancel (by positivity)
  · have hm : (m : ℝ) ≠ 0 := Nat.cast_ne_zero.mpr h
    have hsin : Real.sin ((m : ℝ) * (2 * π)) = 0 := by
      rw [show (m : ℝ) * (2 * π) = ((2 * m : ℕ) : ℝ) * π by push_cast; ring]
      exact Real.sin_nat_mul_pi _
    rw [intervalIntegral.integral_comp_mul_left Real.cos hm, integral_cos, hsin]
    simp

lemma continuous_cos_nat (m : ℕ) : Continuous (fun k : ℝ => Real.cos (m * k)) := by
  fun_prop

lemma continuous_integrand {s : ℝ} (hs : |s| < 1 / 2) (e t : ℝ) (m : ℕ) :
    Continuous (fun k : ℝ => Real.cos (m * k) * band e t s k) := by
  have hb : Continuous (fun k : ℝ =>
      (e + 2 * t * Real.cos k) / (1 + 2 * s * Real.cos k)) :=
    Continuous.div (by fun_prop) (by fun_prop) (fun k => by
      have := overlap_ge s k
      exact ne_of_gt (by linarith))
  exact (continuous_cos_nat m).mul hb
```

In the next two theorems, `pw` is the identity at fixed $k$, and `L1` and `L2` average its two sides.

```lean
/-- The on-site element and the first hopping satisfy `h₀ + 2 s h₁ = e`. -/
theorem hopping_onsite_eq {s : ℝ} (hs : |s| < 1 / 2) (e t : ℝ) :
    hopping e t s 0 + 2 * s * hopping e t s 1 = e := by
  have L1 := cellAverage_comb 1 (2 * s) 0 (continuous_integrand hs e t 0)
    (continuous_integrand hs e t 1) (continuous_integrand hs e t 0)
  have L2 := cellAverage_comb e (2 * t) 0 (continuous_cos_nat 0)
    (continuous_cos_nat 1) (continuous_cos_nat 0)
  rw [cellAverage_cos 0, cellAverage_cos 1] at L2
  have pw : ∀ k : ℝ, 1 * (Real.cos ((0 : ℕ) * k) * band e t s k)
      + 2 * s * (Real.cos ((1 : ℕ) * k) * band e t s k)
      + 0 * (Real.cos ((0 : ℕ) * k) * band e t s k)
      = e * Real.cos ((0 : ℕ) * k) + 2 * t * Real.cos ((1 : ℕ) * k)
        + 0 * Real.cos ((0 : ℕ) * k) := by
    intro k
    simp only [Nat.cast_zero, Nat.cast_one, zero_mul, one_mul, Real.cos_zero]
    linear_combination band_mul hs e t k
  have P := congrArg cellAverage (funext pw)
  have key : 1 * hopping e t s 0 + 2 * s * hopping e t s 1 + 0 * hopping e t s 0 = _ :=
    L1.symm.trans (P.trans L2)
  norm_num at key
  linarith
```

The recurrence follows the same pattern, with `hsum` as the cosine addition formula.

```lean
/-- Overlap times orthogonalized matrix elements gives back the bare hopping `t` between
neighbours and zero beyond. -/
theorem hopping_recurrence {s : ℝ} (hs : |s| < 1 / 2) (e t : ℝ) (n : ℕ) :
    s * hopping e t s n + hopping e t s (n + 1) + s * hopping e t s (n + 2) =
      if n = 0 then t else 0 := by
  have L1 := cellAverage_comb s 1 s (continuous_integrand hs e t n)
    (continuous_integrand hs e t (n + 1)) (continuous_integrand hs e t (n + 2))
  have L2 := cellAverage_comb e t t (continuous_cos_nat (n + 1))
    (continuous_cos_nat (n + 2)) (continuous_cos_nat n)
  rw [cellAverage_cos (n + 1), cellAverage_cos (n + 2), cellAverage_cos n] at L2
  have pw : ∀ k : ℝ, s * (Real.cos (n * k) * band e t s k)
      + 1 * (Real.cos ((n + 1 : ℕ) * k) * band e t s k)
      + s * (Real.cos ((n + 2 : ℕ) * k) * band e t s k)
      = e * Real.cos ((n + 1 : ℕ) * k) + t * Real.cos ((n + 2 : ℕ) * k)
        + t * Real.cos (n * k) := by
    intro k
    have hsum : Real.cos ((n + 2 : ℕ) * k) =
        2 * Real.cos k * Real.cos ((n + 1 : ℕ) * k) - Real.cos (n * k) := by
      have a : ((n + 2 : ℕ) : ℝ) * k = ((n + 1 : ℕ) : ℝ) * k + k := by push_cast; ring
      have b : (n : ℝ) * k = ((n + 1 : ℕ) : ℝ) * k - k := by push_cast; ring
      rw [a, b, Real.cos_add, Real.cos_sub]
      ring
    rw [hsum]
    linear_combination Real.cos ((n + 1 : ℕ) * k) * band_mul hs e t k
  have P := congrArg cellAverage (funext pw)
  have key : s * hopping e t s n + 1 * hopping e t s (n + 1) + s * hopping e t s (n + 2) = _ :=
    L1.symm.trans (P.trans L2)
  rw [one_mul] at key
  rw [key]
  simp
```

The uniform bound $C$ comes from bounding the numerator above and the overlap below.

```lean
/-- All matrix elements obey one bound that does not depend on the distance. -/
lemma hopping_bounded {s : ℝ} (hs : |s| < 1 / 2) (e t : ℝ) (n : ℕ) :
    |hopping e t s n| ≤ (|e| + 2 * |t|) / (1 - 2 * |s|) := by
  have hd : 0 < 1 - 2 * |s| := by linarith
  have hb : ∀ k : ℝ, ‖Real.cos (n * k) * band e t s k‖ ≤ (|e| + 2 * |t|) / (1 - 2 * |s|) := by
    intro k
    have ho := overlap_ge s k
    have ht := abs_le.mp (abs_mul_cos_le t k)
    have hnum : |e + 2 * t * Real.cos k| ≤ |e| + 2 * |t| :=
      abs_le.mpr ⟨by linarith [neg_abs_le e, ht.1], by linarith [le_abs_self e, ht.2]⟩
    have hband : |band e t s k| ≤ (|e| + 2 * |t|) / (1 - 2 * |s|) := by
      unfold band
      rw [abs_div, abs_of_pos (lt_of_lt_of_le hd ho)]
      exact div_le_div₀ (by positivity) hnum hd ho
    rw [Real.norm_eq_abs, abs_mul]
    exact (mul_le_of_le_one_left (abs_nonneg _) (Real.abs_cos_le_one _)).trans hband
  have hI := intervalIntegral.norm_integral_le_of_norm_le_const
    (a := (0 : ℝ)) (b := 2 * π) (fun k _ => hb k)
  rw [Real.norm_eq_abs, sub_zero, abs_of_pos Real.two_pi_pos] at hI
  unfold hopping cellAverage
  rw [abs_mul, abs_of_pos (show 0 < 1 / (2 * π) by positivity)]
  refine (mul_le_mul_of_nonneg_left hI (by positivity)).trans (le_of_eq ?_)
  rw [mul_comm _ (2 * π), ← mul_assoc, one_div_mul_cancel Real.two_pi_pos.ne', one_mul]
```

## Selecting the decaying solution

The square root is positive, and $2sr=w-1$. From these come the quadratic equation and $|r|<1$, through the identity `hr` for $w(1+r^2)$.

```lean
lemma root_pos {s : ℝ} (hs : |s| < 1 / 2) : 0 < Real.sqrt (1 - 4 * s ^ 2) := by
  obtain ⟨h1, h2⟩ := abs_lt.mp hs
  exact Real.sqrt_pos.mpr (by nlinarith)

lemma two_mul_decayRatio {s : ℝ} (h0 : s ≠ 0) :
    2 * s * decayRatio s = Real.sqrt (1 - 4 * s ^ 2) - 1 := by
  unfold decayRatio
  generalize Real.sqrt (1 - 4 * s ^ 2) = w
  field_simp
  ring

/-- The ratio solves `s r² + r + s = 0` and has modulus below one. -/
theorem decayRatio_spec {s : ℝ} (h0 : s ≠ 0) (hs : |s| < 1 / 2) :
    s * decayRatio s ^ 2 + decayRatio s + s = 0 ∧ |decayRatio s| < 1 := by
  have hw := root_pos hs
  have hD := two_mul_decayRatio h0
  have hsq := Real.sq_sqrt (Real.sqrt_pos.mp hw).le
  set w := Real.sqrt (1 - 4 * s ^ 2)
  set r := decayRatio s
  have hq : s * r ^ 2 + r + s = 0 := by
    apply mul_left_cancel₀ (mul_ne_zero four_ne_zero h0)
    linear_combination (2 * s * r + w - 1 + 2) * hD + hsq
  -- the square root equals (1 - r²)/(1 + r²), so its positivity forces r² < 1
  have hr : w * (1 + r ^ 2) = 1 - r ^ 2 := by
    linear_combination 2 * r * hq - (1 + r ^ 2) * hD
  have hp : 0 < w * (1 + r ^ 2) := by positivity
  exact ⟨hq, abs_lt.mpr ⟨by nlinarith, by nlinarith⟩⟩
```

In `hopping_succ`, `step` is $J_m=rJ_{m+1}$, `iter` repeats it, and `bound` is $|J_m|\le2C$. The limit `lim` then forces $J_n=0$.

```lean
/-- Beyond the on-site term, each further site multiplies the hopping by the same ratio. -/
theorem hopping_succ {s : ℝ} (h0 : s ≠ 0) (hs : |s| < 1 / 2) (e t : ℝ) (n : ℕ) :
    hopping e t s (n + 2) = decayRatio s * hopping e t s (n + 1) := by
  obtain ⟨hq, hr⟩ := decayRatio_spec h0 hs
  have hB := hopping_bounded hs e t
  have hrec := hopping_recurrence hs e t
  set r := decayRatio s
  set C := (|e| + 2 * |t|) / (1 - 2 * |s|)
  let J : ℕ → ℝ := fun m => hopping e t s (m + 2) - r * hopping e t s (m + 1)
  have step : ∀ m, J m = r * J (m + 1) := by
    intro m
    have h := hrec (m + 1)
    rw [if_neg (Nat.succ_ne_zero m)] at h
    apply mul_left_cancel₀ h0
    change s * (hopping e t s (m + 2) - r * hopping e t s (m + 1)) =
      s * (r * (hopping e t s (m + 3) - r * hopping e t s (m + 2)))
    linear_combination (-r) * h + hopping e t s (m + 2) * hq
  have iter : ∀ m, J n = r ^ m * J (n + m) := by
    intro m
    induction m with
    | zero => simp
    | succ m ih =>
      rw [ih, step (n + m), pow_succ, mul_assoc]
      rfl
  have bound : ∀ m, |J m| ≤ 2 * C := by
    intro m
    have tri : |J m| ≤ |hopping e t s (m + 2)| + |r * hopping e t s (m + 1)| := by
      simpa only [Real.norm_eq_abs] using
        norm_sub_le (hopping e t s (m + 2)) (r * hopping e t s (m + 1))
    have h2 : |r * hopping e t s (m + 1)| ≤ |hopping e t s (m + 1)| := by
      rw [abs_mul]
      exact mul_le_of_le_one_left (abs_nonneg _) hr.le
    linarith [hB (m + 2), hB (m + 1)]
  -- a bounded sequence has no growing component
  have lim := (tendsto_pow_atTop_nhds_zero_of_lt_one (abs_nonneg r) hr).mul_const (2 * C)
  rw [zero_mul] at lim
  have hJ : |J n| ≤ 0 := ge_of_tendsto' lim (fun m => by
    rw [iter m, abs_mul, abs_pow]
    exact mul_le_mul_of_nonneg_left (bound _) (by positivity))
  have hz : J n = 0 := abs_nonpos_iff.mp hJ
  exact sub_eq_zero.mp hz
```

## The closed formulas

The main theorem states, for all real `e` and `t`, both $|r|<1$ and the formula at every `n` with `1 ≤ n`. Its hypothesis `0 < |s|` says that neighbouring orbitals do overlap. The base case solves for $h_1$; the induction step multiplies by $r$.

```lean
/-- Hoppings of the orthogonalized chain are `(e - t/s) rⁿ / √(1 - 4s²)` at every distance
`n ≥ 1`, with `|r| < 1`. -/
theorem hopping_formula {s : ℝ} (h0 : 0 < |s|) (hs : |s| < 1 / 2) (e t : ℝ) :
    |decayRatio s| < 1 ∧ ∀ n : ℕ, 1 ≤ n →
      hopping e t s n = (e - t / s) * decayRatio s ^ n / Real.sqrt (1 - 4 * s ^ 2) := by
  have hs0 : s ≠ 0 := abs_pos.mp h0
  obtain ⟨hq, hr⟩ := decayRatio_spec hs0 hs
  refine ⟨hr, fun n hn => ?_⟩
  induction n, hn using Nat.le_induction with
  | base =>
    -- the two equations near the origin fix the first hopping
    have A := hopping_onsite_eq hs e t
    have B := hopping_recurrence hs e t 0
    rw [if_pos rfl] at B
    simp only [zero_add] at B
    have G := hopping_succ hs0 hs e t 0
    simp only [zero_add] at G
    have D := two_mul_decayRatio hs0
    have hts : s * (t / s) = t := by field_simp
    rw [eq_div_iff (root_pos hs).ne', pow_one]
    apply mul_left_cancel₀ hs0
    linear_combination (-decayRatio s) * B + decayRatio s * s * A + decayRatio s * s * G
      + hopping e t s 1 * hq - s * hopping e t s 1 * D + decayRatio s * hts
  | succ m hm ih =>
    obtain ⟨p, rfl⟩ : ∃ p, m = p + 1 := ⟨m - 1, by omega⟩
    have G := hopping_succ hs0 hs e t p
    change hopping e t s (p + 2) = _
    rw [G, ih]
    ring
```

The on-site energy follows from $h_0+2sh_1=e$ and the formula at $n=1$.

```lean
/-- The on-site energy of the orthogonalized chain is `t/s + (e - t/s)/√(1 - 4s²)`. -/
theorem onsite_formula {s : ℝ} (h0 : 0 < |s|) (hs : |s| < 1 / 2) (e t : ℝ) :
    hopping e t s 0 = t / s + (e - t / s) / Real.sqrt (1 - 4 * s ^ 2) := by
  have A := hopping_onsite_eq hs e t
  have F := (hopping_formula h0 hs e t).2 1 le_rfl
  have D := two_mul_decayRatio (abs_pos.mp h0)
  have W := mul_inv_cancel₀ (root_pos hs).ne'
  linear_combination A - 2 * s * F
    - (e - t / s) * (Real.sqrt (1 - 4 * s ^ 2))⁻¹ * D - (e - t / s) * W
```

Finally, $r\neq0$, since $r=0$ in the quadratic would give $s=0$. A hopping at any single distance $n\ge1$ therefore vanishes exactly when $t=es$, the case in which the band is flat.

```lean
/-- The orthogonalized hopping at a given distance `n ≥ 1` vanishes exactly when `t = e s`. -/
theorem hopping_eq_zero_iff {s : ℝ} (h0 : 0 < |s|) (hs : |s| < 1 / 2) (e t : ℝ)
    {n : ℕ} (hn : 1 ≤ n) : hopping e t s n = 0 ↔ t = e * s := by
  have hs0 : s ≠ 0 := abs_pos.mp h0
  have hr : decayRatio s ≠ 0 := by
    intro h
    have hq := (decayRatio_spec hs0 hs).1
    rw [h] at hq
    exact hs0 (by linarith)
  have hts : s * (t / s) = t := by field_simp
  rw [(hopping_formula h0 hs e t).2 n hn, div_eq_zero_iff, mul_eq_zero]
  constructor
  · rintro ((h | h) | h)
    · linear_combination (-1 : ℝ) * hts - s * h
    · exact absurd h (pow_ne_zero n hr)
    · exact absurd h (root_pos hs).ne'
  · intro h
    left
    left
    rw [h, mul_div_cancel_right₀ _ hs0, sub_self]

end

end OrthogonalizedChain
```

```lean
#print axioms OrthogonalizedChain.bloch_generalized_eigen
-- 'OrthogonalizedChain.bloch_generalized_eigen' depends on axioms: [propext, Classical.choice, Quot.sound]
#print axioms OrthogonalizedChain.hopping_recurrence
-- 'OrthogonalizedChain.hopping_recurrence' depends on axioms: [propext, Classical.choice, Quot.sound]
#print axioms OrthogonalizedChain.onsite_formula
-- 'OrthogonalizedChain.onsite_formula' depends on axioms: [propext, Classical.choice, Quot.sound]
#print axioms OrthogonalizedChain.hopping_eq_zero_iff
-- 'OrthogonalizedChain.hopping_eq_zero_iff' depends on axioms: [propext, Classical.choice, Quot.sound]
```
